# Omitting the double commutator from $fFf$ can destroy positive definiteness

## Operators as finite matrices

We represent the correlation factor and the Fock operator by real $n\times n$ matrices $f$ and $F$ in one finite orthonormal basis of two-electron functions, and replace operator products by matrix products. Within this model, the exact intermediate and the approximation studied here are

$$B=fFf,\qquad \tilde B=\tfrac12(f^2F+Ff^2).$$

In explicitly correlated electronic-structure theory, a matrix of this kind is the quadratic part of an energy functional of the geminal amplitudes. In this finite model, without projectors or any pair-energy shift beyond the choice of zero for $F$, a negative eigenvalue leaves such a functional unbounded below.

We take $F$ to be positive definite: its eigenvalues are energies above a chosen zero, as for virtual pairs measured from an occupied pair energy. Invertibility of $f$ means that the correlation factor annihilates no nonzero pair function.

## The missing term and the exact matrix

Write $[A,C]=AC-CA$. Expanding gives

$$[f,[f,F]]=f(fF-Ff)-(fF-Ff)f=f^2F+Ff^2-2fFf,$$

hence $B=\tilde B-\tfrac12[f,[f,F]]$. The approximation omits exactly the last term.

If $f$ is symmetric and invertible and $F$ is positive definite, then $B$ is symmetric, and for $x\neq0$

$$x^TBx=(fx)^TF(fx)>0,$$

because $fx\neq0$.

## Two basis functions

Let $f=\begin{pmatrix}a&b\\b&d\end{pmatrix}$ and $F=\mathrm{diag}(p,q)$. Squaring $f$ and symmetrising gives

$$\tilde B=\begin{pmatrix}p(a^2+b^2)&\frac{p+q}{2}b(a+d)\\ \frac{p+q}{2}b(a+d)&q(b^2+d^2)\end{pmatrix}.$$

Since $(a^2+b^2)(b^2+d^2)=(ad-b^2)^2+b^2(a+d)^2$ and $pq-\frac{(p+q)^2}{4}=-\frac{(p-q)^2}{4}$,

$$\det\tilde B=pq(ad-b^2)^2-\Big(\frac{(p-q)b(a+d)}2\Big)^2.$$

For $p>0$, $\tilde B$ is positive definite exactly when this determinant is positive. Positive definiteness implies a positive determinant. Conversely, a positive determinant excludes $a=b=0$, so the first diagonal entry $m$ is positive. With off-diagonal entry $c$ and last entry $r$,

$$m(mx_0^2+2cx_0x_1+rx_1^2)=(mx_0+cx_1)^2+(mr-c^2)x_1^2,$$

which is positive for $x\ne0$.

## The counter-example

Take $a=b=1$, $d=2$, $p=1$ and $q=k>0$. Here $\det f=1$, so $B$ is positive definite, while

$$\det\tilde B=k-\tfrac94(1-k)^2=-\tfrac14(9k^2-22k+9).$$

This is negative exactly when $9k^2-22k+9>0$. Because $9(9k^2-22k+9)=(9k-11)^2-40$, $\tilde B$ is positive definite exactly for

$$\frac{11-2\sqrt{10}}9<k<\frac{11+2\sqrt{10}}9,$$

roughly $0.52<k<1.92$. At $k=2$ the determinants are $\det B=2$ and $\det\tilde B=-\tfrac14$.

The condition $k>0$ can't be relaxed to $k\ge0$: at $k=0$, $B=\begin{pmatrix}1&1\\1&1\end{pmatrix}$ annihilates $(1,-1)^T$.

## Reading the Lean statements

`exactB f F` is $B$, `approxB f F` is $\tilde B$, and `comm` is the commutator. `PosDef` includes symmetry as well as positivity of the quadratic form. `missing_double_commutator` states that, for every $k>0$, $B$ is positive definite and $\det\tilde B<0$ exactly when $9k^2-22k+9>0$, and `approxB_posDef_window` gives the interval for every real $k$.

The square $f^2$ is a matrix square. Integrals of the squared correlation factor, which also contain contributions from outside a finite basis, are a different quantity.

```lean
import Mathlib

open Matrix

namespace MissingDoubleCommutator

noncomputable section

variable {n : Type*} [Fintype n]

/-- The commutator `[A, B] = AB - BA` of two matrices. -/
def comm (A B : Matrix n n ℝ) : Matrix n n ℝ := A * B - B * A

/-- The exact intermediate `B = f F f`, with correlation factor `f` and Fock matrix `F`. -/
def exactB (f F : Matrix n n ℝ) : Matrix n n ℝ := f * F * f

/-- The approximate intermediate `(f² F + F f²) / 2`. -/
def approxB (f F : Matrix n n ℝ) : Matrix n n ℝ :=
  (1 / 2 : ℝ) • (f * f * F + F * (f * f))

/-- The exact intermediate is the approximate one minus half the double commutator
`[f, [f, F]]`. -/
theorem exactB_eq_approxB_sub [DecidableEq n] (f F : Matrix n n ℝ) :
    exactB f F = approxB f F - (1 / 2 : ℝ) • comm f (comm f F) := by
  have h : comm f (comm f F) = f * f * F + F * (f * f) - (2 : ℝ) • (f * F * f) := by
    unfold comm
    rw [two_smul]
    noncomm_ring
  unfold exactB approxB
  rw [h]
  module

/-- In any finite basis, `f F f` is positive definite if `F` is positive definite and the
correlation factor `f` is symmetric and invertible. -/
theorem exactB_posDef [DecidableEq n] {f F : Matrix n n ℝ} (hf : f.IsSymm)
    (hdet : f.det ≠ 0) (hF : F.PosDef) : (exactB f F).PosDef := by
  rw [Matrix.posDef_iff_dotProduct_mulVec]
  refine ⟨?_, ?_⟩
  · have hF' : Fᵀ = F := by
      rw [← Matrix.conjTranspose_eq_transpose_of_trivial]
      exact hF.isHermitian
    change (f * F * f)ᴴ = f * F * f
    rw [Matrix.conjTranspose_eq_transpose_of_trivial, Matrix.transpose_mul,
      Matrix.transpose_mul, hf.eq, hF', Matrix.mul_assoc]
  · intro x hx
    have hy : f *ᵥ x ≠ 0 := fun h => hx (Matrix.eq_zero_of_mulVec_eq_zero hdet h)
    -- the quadratic form of `f F f` at `x` is that of `F` at `f x`
    have e : star x ⬝ᵥ (exactB f F *ᵥ x) = star (f *ᵥ x) ⬝ᵥ (F *ᵥ (f *ᵥ x)) := by
      simp only [star_trivial, exactB]
      rw [← Matrix.mulVec_mulVec, ← Matrix.mulVec_mulVec, Matrix.dotProduct_mulVec,
        ← Matrix.mulVec_transpose, hf.eq]
    rw [e]
    exact hF.dotProduct_mulVec_pos hy

/-- A real symmetric two-by-two matrix with positive first diagonal entry and positive
determinant is positive definite. -/
theorem posDef_two {m c r : ℝ} (hm : 0 < m) (h : c ^ 2 < m * r) :
    (!![m, c; c, r] : Matrix (Fin 2) (Fin 2) ℝ).PosDef := by
  rw [Matrix.posDef_iff_dotProduct_mulVec]
  refine ⟨?_, ?_⟩
  · unfold Matrix.IsHermitian
    ext i j
    fin_cases i <;> fin_cases j <;> simp [Matrix.conjTranspose_apply]
  · intro x hx
    have e : star x ⬝ᵥ (!![m, c; c, r] *ᵥ x)
        = m * x 0 ^ 2 + 2 * c * x 0 * x 1 + r * x 1 ^ 2 := by
      simp [dotProduct, Matrix.mulVec, Fin.sum_univ_succ]
      ring
    rw [e]
    by_cases h1 : x 1 = 0
    · have h0 : x 0 ≠ 0 := by
        intro h0
        apply hx
        ext i
        fin_cases i <;> simp [h0, h1]
      have h2 : 0 < x 0 ^ 2 := by positivity
      rw [h1]
      nlinarith [mul_pos hm h2]
    · -- complete the square after multiplying by `m`
      have h2 : 0 < (m * r - c ^ 2) * x 1 ^ 2 :=
        mul_pos (by linarith) (by positivity)
      have h3 : 0 < m * (m * x 0 ^ 2 + 2 * c * x 0 * x 1 + r * x 1 ^ 2) := by
        nlinarith [sq_nonneg (m * x 0 + c * x 1)]
      exact (mul_pos_iff_of_pos_left hm).1 h3

/-- The entries of the approximate intermediate for two geminals, in the basis where the Fock
matrix is `diag(p, q)`. -/
theorem approxB_two (a b d p q : ℝ) :
    approxB !![a, b; b, d] !![p, 0; 0, q] =
      !![p * (a ^ 2 + b ^ 2), (p + q) / 2 * (b * (a + d));
         (p + q) / 2 * (b * (a + d)), q * (b ^ 2 + d ^ 2)] := by
  ext i j
  fin_cases i <;> fin_cases j <;>
    simp [approxB] <;> ring

/-- For `f = [[a,b],[b,d]]` and `F = diag(p,q)`, the determinant of the approximate intermediate is
`det F (det f)²` minus a square proportional to the squared difference of the Fock eigenvalues `p`
and `q`. -/
theorem approxB_det (a b d p q : ℝ) :
    (approxB !![a, b; b, d] !![p, 0; 0, q]).det =
      p * q * (a * d - b ^ 2) ^ 2 - ((p - q) * b * (a + d) / 2) ^ 2 := by
  rw [approxB_two, Matrix.det_fin_two_of]
  ring

/-- For `f = [[a,b],[b,d]]` and `F = diag(p,q)` with `p > 0`, the approximate intermediate is
positive definite exactly when `(p - q)² b² (a + d)² < 4 p q (a d - b²)²`. -/
theorem approxB_posDef_iff {a b d p q : ℝ} (hp : 0 < p) :
    (approxB !![a, b; b, d] !![p, 0; 0, q]).PosDef ↔
      (p - q) ^ 2 * b ^ 2 * (a + d) ^ 2 < 4 * (p * q) * (a * d - b ^ 2) ^ 2 := by
  constructor
  · intro h
    have h1 := h.det_pos
    rw [approxB_det] at h1
    nlinarith [h1]
  · intro h
    -- the inequality excludes a vanishing first row of `f`
    have hab : 0 < a ^ 2 + b ^ 2 := by
      by_contra hn
      have ha : a = 0 :=
        (pow_eq_zero_iff two_ne_zero).1 (by linarith [sq_nonneg a, sq_nonneg b])
      have hb : b = 0 :=
        (pow_eq_zero_iff two_ne_zero).1 (by linarith [sq_nonneg a, sq_nonneg b])
      rw [ha, hb] at h
      norm_num at h
    rw [approxB_two]
    exact posDef_two (mul_pos hp hab) (by nlinarith [h])

/-- For `f = [[1,1],[1,2]]` and `F = diag(1,k)` with `k > 0`, the exact intermediate is positive
definite, while the approximate one has negative determinant exactly when
`9k² - 22k + 9 > 0`. -/
theorem missing_double_commutator {k : ℝ} (hk : 0 < k) :
    (exactB !![1, 1; 1, 2] !![1, 0; 0, k]).PosDef ∧
      ((approxB !![1, 1; 1, 2] !![1, 0; 0, k]).det < 0 ↔
        0 < 9 * k ^ 2 - 22 * k + 9) := by
  refine ⟨exactB_posDef ?_ ?_ (posDef_two one_pos (by simpa using hk)), ?_⟩
  · unfold Matrix.IsSymm
    ext i j
    fin_cases i <;> fin_cases j <;> rfl
  · norm_num [Matrix.det_fin_two_of]
  · rw [approxB_det]
    constructor <;> intro h <;> nlinarith [h]

/-- For `f = [[1,1],[1,2]]` and `F = diag(1,k)` with `k` real, the approximate intermediate is
positive definite exactly when `k` lies strictly between `(11 - 2√10)/9` and
`(11 + 2√10)/9`. -/
theorem approxB_posDef_window (k : ℝ) :
    (approxB !![1, 1; 1, 2] !![1, 0; 0, k]).PosDef ↔
      (11 - 2 * √10) / 9 < k ∧ k < (11 + 2 * √10) / 9 := by
  have hs : √(10 : ℝ) ^ 2 = 10 := Real.sq_sqrt (by norm_num)
  have hs0 : 0 ≤ √(10 : ℝ) := Real.sqrt_nonneg 10
  rw [approxB_posDef_iff one_pos]
  constructor
  · intro h
    -- the criterion reads `(9k - 11)² < 40`
    have h1 : (9 * k - 11) ^ 2 < (2 * √10) ^ 2 := by nlinarith [h, hs]
    have h2 := abs_lt_of_sq_lt_sq' h1 (by linarith)
    constructor <;> linarith [h2.1, h2.2]
  · rintro ⟨h1, h2⟩
    have h3 : 0 < 9 * k - 11 + 2 * √10 := by linarith
    have h4 : 0 < 2 * √10 - (9 * k - 11) := by linarith
    nlinarith [mul_pos h3 h4, hs]

end

end MissingDoubleCommutator
```

```lean
#print axioms MissingDoubleCommutator.exactB_eq_approxB_sub
#print axioms MissingDoubleCommutator.missing_double_commutator
#print axioms MissingDoubleCommutator.approxB_posDef_window
```

```
'MissingDoubleCommutator.exactB_eq_approxB_sub' depends on axioms: [propext, Classical.choice, Quot.sound]
'MissingDoubleCommutator.missing_double_commutator' depends on axioms: [propext, Classical.choice, Quot.sound]
'MissingDoubleCommutator.approxB_posDef_window' depends on axioms: [propext, Classical.choice, Quot.sound]
```

## From the algebra to the proof

In `exactB_eq_approxB_sub`, `noncomm_ring` expands the double commutator without exchanging factors, and `module` collects the terms. `exactB_posDef` proves symmetry by transposition, then rewrites the quadratic form as that of $F$ in $fx$; the nonzero determinant ensures $fx\ne0$.

`posDef_two` completes the square, treating $x_1=0$ separately. `approxB_two` computes the entries and `approxB_det` the determinant, with `ring` doing the algebra. `approxB_posDef_iff` combines these results, excluding a zero first row of $f$ by contradiction.

The main theorem applies `exactB_posDef`, using `posDef_two` to show that $\mathrm{diag}(1,k)$ is positive definite. `nlinarith` then converts the determinant's sign into the quadratic inequality. For the interval, the proof bounds $(9k-11)^2$ by $(2\sqrt{10})^2$ and takes square roots; the converse multiplies the two positive distances from the endpoints, each scaled by 9.
